# Exact error of the extrapolated estimate for a symmetric observable

Let $A$ be a symmetric observable on a real inner-product space, $f$ a unit vector representing the exact state, and $y=f+d$ a trial state with $\langle f,d\rangle=0$. Then twice the mixed estimate minus the variational estimate misses the exact expectation value by

$$
2\,\frac{\langle f,Ay\rangle}{\langle f,y\rangle}-\frac{\langle y,Ay\rangle}{\langle y,y\rangle}-\langle f,Af\rangle
=\frac{\bigl(\langle f,Af\rangle+2\langle f,Ad\rangle\bigr)\|d\|^2-\langle d,Ad\rangle}{1+\|d\|^2}.
$$

No term linear in $d$ survives. If $A$ is bounded, with $\|Ax\|\le M\|x\|$ for all $x$, the error is at most $3M\|d\|^2$.

This bears on diffusion Monte Carlo, where extrapolation is applied to observables that do not commute with the Hamiltonian. The result concerns only the bias of the ideal expectation values, with real states and without sampling noise. If the projected state is a fixed-node state, that state plays the part of $f$, and its own deviation from the true ground state is not counted.

## States, observable and estimates

The states are vectors of a real inner-product space `E` of any dimension, which need not be complete. Complex wavefunctions are not covered.

```lean
import Mathlib

namespace ExtrapolatedEstimator

noncomputable section

variable {E : Type*} [NormedAddCommGroup E] [InnerProductSpace ℝ E]
```

An observable is a linear map `A : E →ₗ[ℝ] E`, defined on every vector of `E`. Its symmetry, $\langle Ax,y\rangle=\langle x,Ay\rangle$ for all $x,y$, is a separate hypothesis, `A.IsSymmetric`, used only where it is needed. The mixed estimate puts the exact state on the left and the trial state on the right:

$$\frac{\langle f,Ay\rangle}{\langle f,y\rangle}.$$

```lean
/-- The mixed estimate `⟨f, A y⟩ / ⟨f, y⟩` of an observable `A`, for states with nonzero
overlap `⟨f, y⟩`. -/
def mixed (A : E →ₗ[ℝ] E) (f y : E) : ℝ :=
  inner ℝ f (A y) / inner ℝ f y
```

The variational estimate is the ordinary expectation value in the trial state, with its normalising denominator:

$$\frac{\langle y,Ay\rangle}{\langle y,y\rangle}.$$

```lean
/-- The variational estimate `⟨y, A y⟩ / ⟨y, y⟩` of an observable `A`, for a nonzero trial
state `y`. -/
def variational (A : E →ₗ[ℝ] E) (y : E) : ℝ :=
  inner ℝ y (A y) / inner ℝ y y
```

The extrapolated estimate is twice the first minus the second.

```lean
/-- The extrapolated estimate: twice the mixed estimate minus the variational one, for states
with nonzero overlap `⟨f, y⟩`. -/
def extrapolated (A : E →ₗ[ℝ] E) (f y : E) : ℝ :=
  2 * mixed A f y - variational A y
```

## The linear errors and their cancellation

Write the trial state as $y=f+d$, with $\|f\|=1$ and $\langle f,d\rangle=0$. In Lean these two conditions are `hf` and `h`. They fix the scale of the trial state through $\langle f,y\rangle=1$, and $d$ is then everything in $y$ that is wrong. Expanding the squared norm gives

$$\langle y,y\rangle=\langle f,f\rangle+\langle f,d\rangle+\langle d,f\rangle+\langle d,d\rangle=1+\|d\|^2.$$

The proof makes the same expansion and removes both cross terms by orthogonality.

```lean
/-- A trial state `f + d`, with `f` a unit vector and `d` orthogonal to `f`, has squared norm
`1 + ‖d‖²`. -/
theorem trial_norm_sq {f d : E} (hf : ‖f‖ = 1) (h : inner ℝ f d = 0) :
    inner ℝ (f + d) (f + d) = 1 + ‖d‖ ^ 2 := by
  have hdf : inner ℝ d f = 0 := (real_inner_comm _ _).trans h
  simp only [inner_add_left, inner_add_right, real_inner_self_eq_norm_sq, hf, h, hdf]
  ring
```

The denominator of the mixed estimate is $\langle f,f+d\rangle=1$, so

$$\frac{\langle f,A(f+d)\rangle}{\langle f,f+d\rangle}-\langle f,Af\rangle=\langle f,Ad\rangle.$$

The mixed error is linear in $d$. Symmetry of $A$ plays no part here; the proof computes the denominator as `h1` and then uses linearity.

```lean
/-- For a unit exact state `f` and an error `d` orthogonal to it, the mixed estimate is off
by `⟨f, A d⟩`. -/
theorem mixed_error (A : E →ₗ[ℝ] E) {f d : E} (hf : ‖f‖ = 1) (h : inner ℝ f d = 0) :
    mixed A f (f + d) - inner ℝ f (A f) = inner ℝ f (A d) := by
  have h1 : inner ℝ f (f + d) = 1 := by
    rw [inner_add_right, real_inner_self_eq_norm_sq, hf, h]
    norm_num
  rw [mixed, h1, map_add, inner_add_right]
  ring
```

In the variational estimate the numerator has two cross terms. Symmetry makes them equal, $\langle d,Af\rangle=\langle Ad,f\rangle=\langle f,Ad\rangle$, so

$$\langle y,Ay\rangle=\langle f,Af\rangle+2\langle f,Ad\rangle+\langle d,Ad\rangle.$$

Dividing by $1+\|d\|^2$ and subtracting $\langle f,Af\rangle$ over the same denominator gives the error

$$\frac{2\langle f,Ad\rangle+\langle d,Ad\rangle-\langle f,Af\rangle\|d\|^2}{1+\|d\|^2}.$$

To first order this is $2\langle f,Ad\rangle$, twice the mixed error. In the proof, `hs` is the equality of the cross terms; `field_simp` and `ring` then do the algebra over the common denominator.

```lean
/-- For a symmetric observable, a unit exact state `f` and an error `d` orthogonal to it, the error
of the variational estimate is `(2 ⟨f, A d⟩ + ⟨d, A d⟩ - ⟨f, A f⟩ ‖d‖²) / (1 + ‖d‖²)`. -/
theorem variational_error {A : E →ₗ[ℝ] E} (hA : A.IsSymmetric) {f d : E}
    (hf : ‖f‖ = 1) (h : inner ℝ f d = 0) :
    variational A (f + d) - inner ℝ f (A f) =
      (2 * inner ℝ f (A d) + inner ℝ d (A d) - inner ℝ f (A f) * ‖d‖ ^ 2)
        / (1 + ‖d‖ ^ 2) := by
  -- symmetry makes the two cross terms equal
  have hs : inner ℝ d (A f) = inner ℝ f (A d) :=
    (hA d f).symm.trans (real_inner_comm _ _)
  have hn : 1 + ‖d‖ ^ 2 ≠ 0 := by positivity
  rw [variational, trial_norm_sq hf h]
  simp only [map_add, inner_add_left, inner_add_right, hs]
  field_simp
  ring
```

Since $2-1=1$, the extrapolated error is twice the mixed error minus the variational error:

$$2\langle f,Ad\rangle-\frac{2\langle f,Ad\rangle+\langle d,Ad\rangle-\langle f,Af\rangle\|d\|^2}{1+\|d\|^2}.$$

Over the common denominator the first term becomes $2\langle f,Ad\rangle+2\langle f,Ad\rangle\|d\|^2$. Its linear part cancels, which leaves

$$\frac{\bigl(\langle f,Af\rangle+2\langle f,Ad\rangle\bigr)\|d\|^2-\langle d,Ad\rangle}{1+\|d\|^2}.$$

The identity holds for a $d$ of any size. The step `split` separates the two errors, and the two preceding theorems are substituted into it.

```lean
/-- The exact error of the extrapolated estimate, for a symmetric observable `A`, a unit exact
state `f` and a trial state `f + d` with `d` orthogonal to `f`. -/
theorem extrapolated_error {A : E →ₗ[ℝ] E} (hA : A.IsSymmetric) {f d : E}
    (hf : ‖f‖ = 1) (h : inner ℝ f d = 0) :
    extrapolated A f (f + d) - inner ℝ f (A f) =
      ((inner ℝ f (A f) + 2 * inner ℝ f (A d)) * ‖d‖ ^ 2 - inner ℝ d (A d))
        / (1 + ‖d‖ ^ 2) := by
  have hn : 1 + ‖d‖ ^ 2 ≠ 0 := by positivity
  -- the error is twice the mixed error minus the variational error
  have split : extrapolated A f (f + d) - inner ℝ f (A f) =
      2 * (mixed A f (f + d) - inner ℝ f (A f))
        - (variational A (f + d) - inner ℝ f (A f)) := by
    unfold extrapolated
    ring
  rw [split, mixed_error A hf h, variational_error hA hf h]
  field_simp
  ring
```

## A quadratic bound for bounded observables

Suppose $\|Ax\|\le M\|x\|$ for all $x$. Physically, $M$ limits the magnitude of the observable's expectation value in any normalised state. The Cauchy–Schwarz inequality gives

$$|\langle f,Af\rangle|\le M,\qquad |\langle f,Ad\rangle|\le M\|d\|,\qquad |\langle d,Ad\rangle|\le M\|d\|^2.$$

The numerator of the error is therefore at most $2M\|d\|^2(1+\|d\|)$ in absolute value. This does not exceed $3M\|d\|^2(1+\|d\|^2)$, because

$$3(1+\|d\|^2)-2(1+\|d\|)=3\|d\|^2-2\|d\|+1=2\|d\|^2+(\|d\|-1)^2\ge 0.$$

Dividing by $1+\|d\|^2$ gives the bound $3M\|d\|^2$.

In the proof, `key` is the Cauchy–Schwarz estimate, `up` and `lo` bound the bracket in the numerator from both sides, and `q` is the last inequality. That $M\ge 0$ follows from applying the bound to $f$.

```lean
/-- If the symmetric observable `A` is bounded by `M`, the exact state `f` is a unit vector and
`d` is orthogonal to it, the extrapolated estimate is off by at most `3 M ‖d‖²`. -/
theorem extrapolated_error_le {A : E →ₗ[ℝ] E} (hA : A.IsSymmetric) {f d : E}
    (hf : ‖f‖ = 1) (h : inner ℝ f d = 0) {M : ℝ} (hM : ∀ x, ‖A x‖ ≤ M * ‖x‖) :
    |extrapolated A f (f + d) - inner ℝ f (A f)| ≤ 3 * M * ‖d‖ ^ 2 := by
  have key : ∀ x y : E, |inner ℝ x (A y)| ≤ ‖x‖ * (M * ‖y‖) := fun x y =>
    (abs_real_inner_le_norm x (A y)).trans
      (mul_le_mul_of_nonneg_left (hM y) (norm_nonneg x))
  have hM0 : 0 ≤ M := by
    have h1 := (norm_nonneg (A f)).trans (hM f)
    rwa [hf, mul_one] at h1
  have ha := abs_le.mp (key f f)
  have hb := abs_le.mp (key f d)
  have hc := abs_le.mp (key d d)
  rw [hf] at ha hb
  have hpos : 0 < 1 + ‖d‖ ^ 2 := by positivity
  rw [extrapolated_error hA hf h, abs_div, abs_of_pos hpos, div_le_iff₀ hpos]
  -- bounds on the numerator, from above and from below
  have up : inner ℝ f (A f) + 2 * inner ℝ f (A d) ≤ M + 2 * (M * ‖d‖) := by
    linarith [ha.2, hb.2]
  have lo : -(M + 2 * (M * ‖d‖)) ≤ inner ℝ f (A f) + 2 * inner ℝ f (A d) := by
    linarith [ha.1, hb.1]
  have p1 := mul_le_mul_of_nonneg_right up (sq_nonneg ‖d‖)
  have p2 := mul_le_mul_of_nonneg_right lo (sq_nonneg ‖d‖)
  have q : 0 ≤ 3 * ‖d‖ ^ 2 - 2 * ‖d‖ + 1 := by
    nlinarith [sq_nonneg (‖d‖ - 1), sq_nonneg ‖d‖]
  have r := mul_nonneg (mul_nonneg hM0 (sq_nonneg ‖d‖)) q
  rw [abs_le]
  constructor
  · nlinarith [hc.2]
  · nlinarith [hc.1]
```

## Normalisation of the trial state

Replacing $y$ by $cy$ with $c\ne 0$ multiplies the numerator and the denominator of the mixed estimate by $c$, and those of the variational estimate by $c^2$. Both ratios are unchanged, and so is the extrapolated estimate. A trial state with nonzero overlap with the unit vector $f$ can thus be divided by $\langle f,y\rangle$ to bring it to the form $f+d$ used above; the error formula then applies with the rescaled $d$.

```lean
/-- Multiplying the trial state by a nonzero number leaves the extrapolated estimate
unchanged. -/
theorem extrapolated_smul (A : E →ₗ[ℝ] E) (f y : E) {c : ℝ} (hc : c ≠ 0) :
    extrapolated A f (c • y) = extrapolated A f y := by
  simp only [extrapolated, mixed, variational, map_smul, real_inner_smul_left,
    real_inner_smul_right, mul_div_mul_left _ _ hc]
```

## Eigenstates of the observable

If $Af=\varepsilon f$ and $\langle f,y\rangle\ne 0$, symmetry moves $A$ onto the exact state:

$$\frac{\langle f,Ay\rangle}{\langle f,y\rangle}=\frac{\langle Af,y\rangle}{\langle f,y\rangle}=\varepsilon.$$

The mixed estimate is already exact, as it is for the energy when $f$ is an eigenstate of the Hamiltonian. Neither $\|f\|=1$ nor the special form of $y$ is required.

```lean
/-- If `f` is an eigenstate of the symmetric observable `A` and overlaps the trial state, the
mixed estimate equals the eigenvalue. -/
theorem mixed_eigenstate {A : E →ₗ[ℝ] E} (hA : A.IsSymmetric) {f y : E} {ε : ℝ}
    (hε : A f = ε • f) (hy : inner ℝ f y ≠ 0) : mixed A f y = ε := by
  rw [mixed, ← hA f y, hε, real_inner_smul_left, mul_div_assoc, div_self hy, mul_one]
```

Extrapolation then gives

$$2\varepsilon-\frac{\langle y,Ay\rangle}{\langle y,y\rangle}-\varepsilon=-\left(\frac{\langle y,Ay\rangle}{\langle y,y\rangle}-\varepsilon\right),$$

which is the variational error with its sign reversed. For a ground-state energy, the extrapolated value lies as far below the exact one as the variational value lies above it.

```lean
/-- If `f` is an eigenstate of the symmetric observable `A` and overlaps the trial state, the
extrapolated estimate has the error of the variational one with the opposite sign. -/
theorem extrapolated_eigenstate {A : E →ₗ[ℝ] E} (hA : A.IsSymmetric) {f y : E} {ε : ℝ}
    (hε : A f = ε • f) (hy : inner ℝ f y ≠ 0) :
    extrapolated A f y - ε = -(variational A y - ε) := by
  rw [extrapolated, mixed_eigenstate hA hε hy]
  ring
```

## Two coupled states with a second-order error

An explicit observable shows the change of order. For orthonormal $f$ and $g$, let

$$Ax=\langle f,x\rangle(f+g)+\langle g,x\rangle f.$$

Then $Af=f+g$ and $Ag=f$, so on the span of $f$ and $g$ its matrix is

$$\begin{pmatrix}1&1\\1&0\end{pmatrix}.$$

The definition accepts any two vectors; orthonormality enters in the theorem that follows it.

```lean
/-- The observable `x ↦ ⟨f, x⟩ (f + g) + ⟨g, x⟩ f`, which couples the states `f` and `g`. -/
def coupling (f g : E) : E →ₗ[ℝ] E where
  toFun x := inner ℝ f x • (f + g) + inner ℝ g x • f
  map_add' x y := by
    simp only [inner_add_right]
    module
  map_smul' c x := by
    simp only [real_inner_smul_right, RingHom.id_apply]
    module
```

The map is symmetric, since

$$\langle Ax,y\rangle=\langle f,x\rangle\langle f,y\rangle+\langle f,x\rangle\langle g,y\rangle+\langle g,x\rangle\langle f,y\rangle$$

does not change when $x$ and $y$ are exchanged. Take $d=tg$ with $t$ real. Then

$$\langle f,Af\rangle=1,\qquad \langle f,Ad\rangle=t,\qquad \langle d,Ad\rangle=t^2\langle g,f\rangle=0,\qquad \|d\|^2=t^2.$$

The mixed error is $t$, and the extrapolated error is

$$\frac{(1+2t)t^2}{1+t^2}.$$

For small $t$ this behaves as $t^2$, so no higher order can be expected for a general observable. The gain belongs to small errors: at $t=1$ the mixed error is $1$ and the extrapolated error is $3/2$.

The theorem states the symmetry and both errors together. Its proof computes the action on the two states as `hAf` and `hAg`, then inserts these values into `mixed_error` and `extrapolated_error`.

```lean
/-- For orthonormal `f` and `g`, the coupling observable is symmetric; with the trial state
`f + t g` its mixed error is `t` and its extrapolated error is `(1 + 2t) t² / (1 + t²)`. -/
theorem coupling_witness {f g : E} (hf : ‖f‖ = 1) (hg : ‖g‖ = 1)
    (hfg : inner ℝ f g = 0) (t : ℝ) :
    (coupling f g).IsSymmetric ∧
    mixed (coupling f g) f (f + t • g) - inner ℝ f (coupling f g f) = t ∧
    extrapolated (coupling f g) f (f + t • g) - inner ℝ f (coupling f g f) =
      (1 + 2 * t) * t ^ 2 / (1 + t ^ 2) := by
  have hgf : inner ℝ g f = 0 := (real_inner_comm _ _).trans hfg
  have hS : (coupling f g).IsSymmetric := by
    intro x y
    change inner ℝ (inner ℝ f x • (f + g) + inner ℝ g x • f) y =
      inner ℝ x (inner ℝ f y • (f + g) + inner ℝ g y • f)
    simp only [inner_add_left, inner_add_right, real_inner_smul_left, real_inner_smul_right]
    rw [real_inner_comm f x, real_inner_comm g x]
    ring
  -- the action of the observable on the two states
  have hAf : coupling f g f = f + g := by
    change inner ℝ f f • (f + g) + inner ℝ g f • f = f + g
    rw [real_inner_self_eq_norm_sq, hf, hgf]
    simp
  have hAg : coupling f g g = f := by
    change inner ℝ f g • (f + g) + inner ℝ g g • f = f
    rw [real_inner_self_eq_norm_sq, hg, hfg]
    simp
  have hd : inner ℝ f (t • g) = 0 := by
    rw [real_inner_smul_right, hfg, mul_zero]
  have hn : ‖t • g‖ ^ 2 = t ^ 2 := by
    rw [norm_smul, hg, mul_one, Real.norm_eq_abs, sq_abs]
  refine ⟨hS, ?_, ?_⟩
  · rw [mixed_error _ hf hd, map_smul, hAg, real_inner_smul_right,
      real_inner_self_eq_norm_sq, hf]
    ring
  · rw [extrapolated_error hS hf hd, hn]
    simp only [map_smul, hAf, hAg, inner_add_right, real_inner_smul_left,
      real_inner_smul_right, real_inner_self_eq_norm_sq, hf, hfg, hgf]
    ring

end

end ExtrapolatedEstimator
```

```lean
#print axioms ExtrapolatedEstimator.extrapolated_error
#print axioms ExtrapolatedEstimator.extrapolated_error_le
#print axioms ExtrapolatedEstimator.extrapolated_smul
#print axioms ExtrapolatedEstimator.extrapolated_eigenstate
```

```
'ExtrapolatedEstimator.extrapolated_error' depends on axioms: [propext, Classical.choice, Quot.sound]
'ExtrapolatedEstimator.extrapolated_error_le' depends on axioms: [propext, Classical.choice, Quot.sound]
'ExtrapolatedEstimator.extrapolated_smul' depends on axioms: [propext, Classical.choice, Quot.sound]
'ExtrapolatedEstimator.extrapolated_eigenstate' depends on axioms: [propext, Classical.choice, Quot.sound]
```
